# For positive semidefinite Q and K − Q and positive noise variance, the trace-corrected sparse log-likelihood is at most the full Gaussian-process log-likelihood

## Kernel matrices for a fitted potential

A Gaussian-process potential is specified through a kernel function on atomic configurations, which gives a matrix of covariances for the training data. The likelihood of those data depends on the kernel only through this matrix, so we work with the matrix; predictions at new configurations would need the kernel function as well. The data are a real vector y with N entries, such as reference energies with their mean removed, and K is their N × N prior covariance matrix. Each entry carries independent Gaussian noise of the same variance v > 0, which stands for scatter in the reference data and for whatever the kernel cannot represent. With I the identity matrix, the log marginal likelihood is

L(K) = −½ [ yᵀ(K + vI)⁻¹y + ln det(K + vI) + N ln 2π ].

A sparse potential replaces K by a matrix Q built from a smaller set of inducing points. If U holds the covariances between data and inducing points, and W those among the inducing points, then

Q = U W⁻¹ Uᵀ.

The trace-corrected sparse log-likelihood is

F(K, Q) = L(Q) − tr(K − Q)/(2v).

When hyperparameters are chosen by maximising F, the value reached is a lower bound on L(K) at the same hyperparameters, for this zero-mean model with uniform noise.

## The inequality and its Lean form

If Q and K − Q are positive semidefinite and v > 0, then for every y

yᵀ(Q + vI)⁻¹y + ln det(Q + vI) + tr(K − Q)/v ≥ yᵀ(K + vI)⁻¹y + ln det(K + vI).

This is `trace_corrected_inequality`. Its consequence F(K, Q) ≤ L(K) is `sparseBound_le`, and `sparseBound_eq_iff` says that equality at any given y holds exactly when K = Q. The theorem `inducing_sparseBound_le` gives the bound for Q = U W⁻¹ Uᵀ.

In Lean, `n` and `m` are finite types that label data and inducing points, so N is `Fintype.card n`. The symbol `⬝ᵥ` is the dot product and `*ᵥ` applies a matrix to a vector. `PosSemidef` includes symmetry. Positivity of K is not a separate hypothesis, because K = Q + (K − Q).

L and F are the definitions `logLikelihood` and `sparseBound`; F is not derived from a variational principle here. The theorems do not estimate the gap when K ≠ Q, and they say nothing about the quality of predictions or about different noise levels for energies and forces.

## Data fit and determinant, bounded separately

Write A = Q + vI, D = K − Q and B = K + vI = A + D. Both A and B are positive definite.

**Data fit.** Let u = A⁻¹y and w = B⁻¹y. Then

0 ≤ (u − w)ᵀA(u − w) = yᵀu − 2yᵀw + wᵀAw.

Since wᵀAw = wᵀBw − wᵀDw = yᵀw − wᵀDw, this gives

yᵀA⁻¹y − yᵀB⁻¹y ≥ wᵀDw ≥ 0.

The same argument with vI and vI + Q in place of A and B gives, for every x,

xᵀA⁻¹x ≤ xᵀx/v.

**Determinant.** Let M be a positive definite N × N matrix with eigenvalues λᵢ. From ln t ≤ t − 1,

ln det M = Σᵢ ln λᵢ ≤ Σᵢ (λᵢ − 1) = tr M − N.

Equality requires every λᵢ = 1, and hence tr M = N.

Now factor D = CᵀC and let cᵢ be the i-th row of C, written as a column vector. Then

det B = det A · det(I + A⁻¹CᵀC) = det A · det(I + CA⁻¹Cᵀ).

With M = I + CA⁻¹Cᵀ,

ln det B − ln det A ≤ tr(CA⁻¹Cᵀ) = Σᵢ cᵢᵀA⁻¹cᵢ ≤ Σᵢ cᵢᵀcᵢ/v = tr D/v.

Adding the data-fit inequality proves the claim; multiplying by −½ and restoring the 2π term gives F ≤ L(K).

**Equality.** If F = L(K), both parts must be equalities. Then tr M = N, so tr(CA⁻¹Cᵀ) = 0 and therefore tr D = 0. As tr D is the sum of the squared entries of C, C = 0 and K = Q. The converse is immediate.

## Inducing points supply the ordering

Let the joint covariance matrix of data and inducing values, with blocks K, U, Uᵀ and W, be positive semidefinite, and let W be positive definite. The second condition means that no nontrivial linear combination of the inducing values has zero prior variance; a duplicated inducing point would violate it. For any x, put z = −W⁻¹Uᵀx. The joint quadratic form at (x, z) is

xᵀKx + 2xᵀUz + zᵀWz = xᵀ(K − UW⁻¹Uᵀ)x ≥ 0.

So K − Q is positive semidefinite. So is Q, because xᵀQx = (Uᵀx)ᵀW⁻¹(Uᵀx) ≥ 0.

## A non-negative trace is not enough

Suppose that K − Q is only required to have non-negative trace, with K and Q still positive semidefinite. Take v = 1, K = diag(1, 0), Q = diag(0, 1) and y = (0, 1). The trace correction vanishes and both determinants equal 2. The sparse side is ½ + ln 2, the full side is 1 + ln 2, and the inequality fails.

## The Lean file

```lean
import Mathlib

open Matrix
open scoped MatrixOrder

namespace SparseGaussianProcess

noncomputable section

variable {n m : Type*} [Fintype n] [DecidableEq n] [Fintype m] [DecidableEq m]

/-- Log marginal likelihood of data `y` under a centred Gaussian process with kernel matrix `K`
and noise variance `v`; its domain is `K + v I` positive definite. -/
def logLikelihood (K : Matrix n n ℝ) (v : ℝ) (y : n → ℝ) : ℝ :=
  -(y ⬝ᵥ (K + v • (1 : Matrix n n ℝ))⁻¹ *ᵥ y + Real.log (K + v • (1 : Matrix n n ℝ)).det
    + Fintype.card n * Real.log (2 * Real.pi)) / 2

/-- Trace-corrected sparse log-likelihood: the likelihood of the approximate kernel matrix `Q`,
lowered by `tr (K - Q) / (2 v)`; its domain is `v > 0` and `Q + v I` positive definite. -/
def sparseBound (K Q : Matrix n n ℝ) (v : ℝ) (y : n → ℝ) : ℝ :=
  logLikelihood Q v y - (K - Q).trace / (2 * v)

/-- Approximate kernel matrix `U W⁻¹ Uᵀ` built from the covariances `U` between data and inducing
points and the covariances `W` among inducing points; its domain is `W` invertible. -/
def inducingKernel (U : Matrix n m ℝ) (W : Matrix m m ℝ) : Matrix n n ℝ :=
  U * W⁻¹ * Uᵀ

/-- If `A` is positive definite and `B - A` is positive semidefinite, the quadratic form of
`B⁻¹` is nowhere larger than that of `A⁻¹`. -/
theorem inv_quadratic_antitone {A B : Matrix n n ℝ} (hA : A.PosDef)
    (hAB : (B - A).PosSemidef) (y : n → ℝ) :
    y ⬝ᵥ B⁻¹ *ᵥ y ≤ y ⬝ᵥ A⁻¹ *ᵥ y := by
  have hB : B.PosDef := by simpa using hA.add_posSemidef hAB
  have hu : A *ᵥ (A⁻¹ *ᵥ y) = y := by
    rw [mulVec_mulVec, mul_nonsing_inv _ hA.det_pos.ne'.isUnit, one_mulVec]
  have hw : B *ᵥ (B⁻¹ *ᵥ y) = y := by
    rw [mulVec_mulVec, mul_nonsing_inv _ hB.det_pos.ne'.isUnit, one_mulVec]
  generalize A⁻¹ *ᵥ y = u at *
  generalize B⁻¹ *ᵥ y = w at *
  have hT : Aᵀ = A :=
    (conjTranspose_eq_transpose_of_trivial A).symm.trans hA.isHermitian.eq
  have hs : u ⬝ᵥ A *ᵥ w = w ⬝ᵥ y := by
    rw [dotProduct_mulVec, ← mulVec_transpose, hT, hu, dotProduct_comm]
  -- the square of `u - w` in the metric `A`, and the excess of `B` over `A` at `w`
  have h1 := hA.posSemidef.dotProduct_mulVec_nonneg (u - w)
  have h2 := hAB.dotProduct_mulVec_nonneg w
  simp only [star_trivial, mulVec_sub, sub_dotProduct, dotProduct_sub, hu, hs] at h1
  simp only [star_trivial, sub_mulVec, dotProduct_sub, hw] at h2
  rw [dotProduct_comm y w, dotProduct_comm y u]
  linarith

/-- For positive semidefinite `Q` and noise variance `v > 0`, the quadratic form of
`(Q + v I)⁻¹` at `x` is at most `x · x / v`. -/
theorem inv_quadratic_le_noise {Q : Matrix n n ℝ} (hQ : Q.PosSemidef) {v : ℝ} (hv : 0 < v)
    (x : n → ℝ) : x ⬝ᵥ (Q + v • (1 : Matrix n n ℝ))⁻¹ *ᵥ x ≤ x ⬝ᵥ x / v := by
  have h := inv_quadratic_antitone (A := v • (1 : Matrix n n ℝ))
    (B := Q + v • (1 : Matrix n n ℝ)) (PosDef.one.smul hv) (by simpa using hQ) x
  have hi : (v • (1 : Matrix n n ℝ))⁻¹ = v⁻¹ • (1 : Matrix n n ℝ) :=
    inv_eq_right_inv (by simp [smul_smul, hv.ne'])
  rw [hi, smul_mulVec, one_mulVec, dotProduct_smul, smul_eq_mul] at h
  rwa [div_eq_inv_mul]

/-- A positive definite matrix `M` of size `n` satisfies `ln det M ≤ tr M - n`, and equality
forces `tr M = n`. -/
theorem log_det_le_trace {M : Matrix n n ℝ} (hM : M.PosDef) :
    Real.log M.det ≤ M.trace - Fintype.card n ∧
      (Real.log M.det = M.trace - Fintype.card n → M.trace = Fintype.card n) := by
  have hdet : M.det = ∏ i, hM.isHermitian.eigenvalues i := by
    simpa using hM.isHermitian.det_eq_prod_eigenvalues
  have htr : M.trace = ∑ i, hM.isHermitian.eigenvalues i := by
    simpa using hM.isHermitian.trace_eq_sum_eigenvalues
  have hpos : ∀ i, 0 < hM.isHermitian.eigenvalues i := hM.eigenvalues_pos
  generalize hM.isHermitian.eigenvalues = e at *
  have hlog : Real.log (∏ i, e i) = ∑ i, Real.log (e i) := by
    apply Real.log_prod
    intro i _
    exact (hpos i).ne'
  have hsum : ∑ i, (e i - 1) = ∑ i, e i - Fintype.card n := by
    simp [Finset.sum_sub_distrib]
  have hle : ∀ i ∈ Finset.univ, Real.log (e i) ≤ e i - 1 :=
    fun i _ => Real.log_le_sub_one_of_pos (hpos i)
  rw [hdet, htr, hlog, ← hsum]
  refine ⟨Finset.sum_le_sum hle, fun h => ?_⟩
  -- equality of the sums forces every eigenvalue to be one
  have h1 : ∀ i, e i = 1 := fun i => by
    by_contra hne
    exact (Real.log_lt_sub_one_of_pos (hpos i) hne).ne
      ((Finset.sum_eq_sum_iff_of_le hle).mp h i (Finset.mem_univ i))
  simp [h1]

/-- For `Q` and `K - Q` positive semidefinite and `v > 0`, replacing `Q` by `K` raises the
log-determinant of the noisy kernel by at most `tr (K - Q) / v`, with equality only if `K = Q`. -/
theorem log_det_increment {K Q : Matrix n n ℝ} (hQ : Q.PosSemidef)
    (hD : (K - Q).PosSemidef) {v : ℝ} (hv : 0 < v) :
    Real.log (K + v • (1 : Matrix n n ℝ)).det - Real.log (Q + v • (1 : Matrix n n ℝ)).det
        ≤ (K - Q).trace / v ∧
      (Real.log (K + v • (1 : Matrix n n ℝ)).det - Real.log (Q + v • (1 : Matrix n n ℝ)).det
        = (K - Q).trace / v → K = Q) := by
  obtain ⟨C, hC⟩ : ∃ C : Matrix n n ℝ, K - Q = Cᴴ * C :=
    CStarAlgebra.nonneg_iff_eq_star_mul_self.mp (Matrix.nonneg_iff_posSemidef.mpr hD)
  have hA : (Q + v • (1 : Matrix n n ℝ)).PosDef :=
    PosDef.posSemidef_add hQ (PosDef.one.smul hv)
  have hbound := inv_quadratic_le_noise hQ hv
  have hK : K + v • (1 : Matrix n n ℝ) = (Q + v • (1 : Matrix n n ℝ)) + Cᴴ * C := by
    rw [← hC]; abel
  rw [hK]
  generalize Q + v • (1 : Matrix n n ℝ) = A at *
  have hM : (1 + C * A⁻¹ * Cᴴ).PosDef :=
    PosDef.one.add_posSemidef (hA.inv.posSemidef.mul_mul_conjTranspose_same C)
  -- the ratio of determinants is the determinant of `1 + C A⁻¹ Cᵀ`
  have hdet : (A + Cᴴ * C).det = A.det * (1 + C * A⁻¹ * Cᴴ).det := by
    rw [Matrix.mul_assoc C, ← det_one_add_mul_comm, ← det_mul, Matrix.mul_add,
      Matrix.mul_one, Matrix.mul_assoc A⁻¹, ← Matrix.mul_assoc A,
      mul_nonsing_inv _ hA.det_pos.ne'.isUnit, Matrix.one_mul]
  have htr : (C * A⁻¹ * Cᴴ).trace ≤ (K - Q).trace / v := by
    rw [hC, trace_mul_comm Cᴴ C, Matrix.mul_assoc]
    simp only [trace, diag_apply, Finset.sum_div]
    refine Finset.sum_le_sum fun i _ => ?_
    have h := hbound (C i)
    simp only [dotProduct, mulVec] at h
    simpa only [mul_apply, conjTranspose_apply, star_trivial] using h
  have hM1 : (1 + C * A⁻¹ * Cᴴ).trace = Fintype.card n + (C * A⁻¹ * Cᴴ).trace := by
    rw [trace_add, trace_one]
  obtain ⟨hle, heq⟩ := log_det_le_trace hM
  rw [hdet, Real.log_mul hA.det_pos.ne' hM.det_pos.ne']
  refine ⟨by linarith, fun h => ?_⟩
  have h0 := heq (by linarith)
  have h1 : (K - Q).trace / v = 0 := by linarith
  have h2 : (Cᴴ * C).trace = 0 := by
    rw [← hC]
    exact (div_eq_zero_iff.mp h1).resolve_right hv.ne'
  have h3 : C = 0 := trace_conjTranspose_mul_self_eq_zero_iff.mp h2
  exact sub_eq_zero.mp (by rw [hC, h3, Matrix.mul_zero])

/-- For `Q` and `K - Q` positive semidefinite and `v > 0`, the data-fit and log-determinant terms
of `Q` plus `tr (K - Q) / v` are at least the corresponding terms of `K`, for all data `y`. -/
theorem trace_corrected_inequality {K Q : Matrix n n ℝ} (hQ : Q.PosSemidef)
    (hD : (K - Q).PosSemidef) {v : ℝ} (hv : 0 < v) (y : n → ℝ) :
    y ⬝ᵥ (K + v • (1 : Matrix n n ℝ))⁻¹ *ᵥ y + Real.log (K + v • (1 : Matrix n n ℝ)).det
      ≤ y ⬝ᵥ (Q + v • (1 : Matrix n n ℝ))⁻¹ *ᵥ y
        + Real.log (Q + v • (1 : Matrix n n ℝ)).det + (K - Q).trace / v := by
  have h1 := inv_quadratic_antitone (B := K + v • (1 : Matrix n n ℝ))
    (PosDef.posSemidef_add hQ (PosDef.one.smul hv)) (by simpa using hD) y
  have h2 := (log_det_increment hQ hD hv).1
  linarith

/-- For `Q` and `K - Q` positive semidefinite and `v > 0`, the trace-corrected sparse
log-likelihood never exceeds the full Gaussian-process log-likelihood. -/
theorem sparseBound_le {K Q : Matrix n n ℝ} (hQ : Q.PosSemidef)
    (hD : (K - Q).PosSemidef) {v : ℝ} (hv : 0 < v) (y : n → ℝ) :
    sparseBound K Q v y ≤ logLikelihood K v y := by
  have h := trace_corrected_inequality hQ hD hv y
  have h2 : (K - Q).trace / (2 * v) = (K - Q).trace / v / 2 := by ring
  unfold sparseBound logLikelihood
  linarith

/-- For `Q` and `K - Q` positive semidefinite and `v > 0`, the sparse bound equals the full
log-likelihood at given data `y` exactly when `K = Q`. -/
theorem sparseBound_eq_iff {K Q : Matrix n n ℝ} (hQ : Q.PosSemidef)
    (hD : (K - Q).PosSemidef) {v : ℝ} (hv : 0 < v) (y : n → ℝ) :
    sparseBound K Q v y = logLikelihood K v y ↔ K = Q := by
  constructor
  · intro h
    have h1 := inv_quadratic_antitone (B := K + v • (1 : Matrix n n ℝ))
      (PosDef.posSemidef_add hQ (PosDef.one.smul hv)) (by simpa using hD) y
    obtain ⟨hle, heq⟩ := log_det_increment hQ hD hv
    have h2 : (K - Q).trace / (2 * v) = (K - Q).trace / v / 2 := by ring
    unfold sparseBound logLikelihood at h
    exact heq (by linarith)
  · rintro rfl
    simp [sparseBound]

/-- If the joint kernel matrix of data and inducing points is positive semidefinite, its
inducing block `W` is positive definite and `v > 0`, the inducing-point sparse bound never
exceeds the full log-likelihood. -/
theorem inducing_sparseBound_le {K : Matrix n n ℝ} {U : Matrix n m ℝ} {W : Matrix m m ℝ}
    (hJ : (fromBlocks K U Uᵀ W).PosSemidef) (hW : W.PosDef) {v : ℝ} (hv : 0 < v)
    (y : n → ℝ) : sparseBound K (inducingKernel U W) v y ≤ logLikelihood K v y := by
  have : Invertible W := hW.isUnit.invertible
  rw [← conjTranspose_eq_transpose_of_trivial] at hJ
  -- the Schur complement of the inducing block is the kernel error `K - Q`
  have hD := (PosDef.fromBlocks₂₂ K U hW).mp hJ
  have hQ := hW.inv.posSemidef.mul_mul_conjTranspose_same U
  rw [conjTranspose_eq_transpose_of_trivial] at hD hQ
  exact sparseBound_le hQ hD hv y

end

end SparseGaussianProcess
```

```lean
#print axioms SparseGaussianProcess.sparseBound_le
-- 'SparseGaussianProcess.sparseBound_le' depends on axioms: [propext, Classical.choice, Quot.sound]
#print axioms SparseGaussianProcess.sparseBound_eq_iff
-- 'SparseGaussianProcess.sparseBound_eq_iff' depends on axioms: [propext, Classical.choice, Quot.sound]
#print axioms SparseGaussianProcess.inducing_sparseBound_le
-- 'SparseGaussianProcess.inducing_sparseBound_le' depends on axioms: [propext, Classical.choice, Quot.sound]
```

## From the matrix steps to the lemmas

`inv_quadratic_antitone` is the completed square. The `generalize` steps name the two solution vectors `u` and `w`, keeping the equations `hu` and `hw` that define them. `h1` is the square in the metric A, `h2` is wᵀDw ≥ 0, and `linarith` combines them. `inv_quadratic_le_noise` applies this lemma with vI as the smaller matrix.

`log_det_le_trace` writes determinant and trace through the eigenvalues and sums the scalar inequality. For equality, the strict form of ln t ≤ t − 1 excludes any eigenvalue other than one.

`log_det_increment` obtains `C` from the positivity of K − Q. Here `Cᴴ` is the conjugate transpose, which for real matrices is Cᵀ. `hdet` is the determinant factorisation, and `htr` applies the noise bound to each row `C i`. In the equality case, `h1` and `h2` show that the trace vanishes, and `h3` concludes that C = 0.

`trace_corrected_inequality` adds the two parts, and `sparseBound_le` rescales the result. `sparseBound_eq_iff` uses the data-fit inequality to pass equality on to the determinant part. Finally, `inducing_sparseBound_le` gets `hD` from Mathlib's Schur-complement criterion and `hQ` from the positivity of W⁻¹, then calls `sparseBound_le`.
